# Broadening a Finite Spectrum: Lorentzian Leakage into a Gap Scales with the Width, Gaussian Leakage Falls Below Every Power of It

The coefficient of the Lorentzian leakage depends on how the "width" of a line is defined. Here $\eta>0$ is the half-width at half maximum of the Lorentzian and the standard deviation of the Gaussian:

$$L_\eta(x)=\frac{\eta}{\pi(x^2+\eta^2)},\qquad G_\eta(x)=\frac{e^{-x^2/(2\eta^2)}}{\eta\sqrt{2\pi}} .$$

Taking $\eta$ as the full width of the Lorentzian would halve the coefficient below.

Let finitely many levels $e_i$ carry real weights $w_i$, and let $E$ differ from every $e_i$. The broadened density is $D_K(E)=\sum_i w_i K(E-e_i)$, with $K=L_\eta$ or $G_\eta$. As $\eta\to0^+$,

$$\frac{D_{L_\eta}(E)}{\eta}\to\frac1\pi\sum_i\frac{w_i}{(E-e_i)^2},\qquad \frac{D_{G_\eta}(E)}{\eta^m}\to0\quad(m=0,1,2,\dots).$$

A resolvent evaluated at $E+i\eta$ produces Lorentzian broadening, so for a finite set of fixed levels the spurious density of states that such a calculation places in a gap is, to leading order in $\eta$, $\eta$ times the first limit.

## One level, then the sum

Both shapes have unit area. Substituting $x=\eta y$ gives $\int L_\eta\,dx=\frac1\pi\int\frac{dy}{1+y^2}=1$. The formula $\int e^{-ax^2}dx=\sqrt{\pi/a}$ with $a=1/(2\eta^2)$ gives $\eta\sqrt{2\pi}$, which cancels the Gaussian prefactor.

At detuning $x\neq0$, $L_\eta(x)/\eta=1/(\pi(x^2+\eta^2))\to1/(\pi x^2)$. For the Gaussian, put $y=x^2/(2\eta^2)$ and $n=m+1$. Since $y^n/n!\le e^y$, we have $e^{-y}\le n!/y^n$, hence

$$0\le\frac{G_\eta(x)}{\eta^m}\le\frac{(m+1)!}{\sqrt{2\pi}}\left(\frac{2}{x^2}\right)^{m+1}\eta^{m+1}\to0 .$$

Multiplying by $w_i$ and summing over the levels gives both limits.

For nonnegative weights there are also estimates at finite width. The identity

$$\frac1{\pi x^2}-\frac1{\pi(x^2+\eta^2)}=\frac{\eta^2}{\pi x^2(x^2+\eta^2)}\le\frac{\eta^2}{\pi x^4}$$

bounds the Lorentzian error term by term. If every level is at least $g\ge0$ away from $E$, then $D_{G_\eta}(E)\le G_\eta(g)\sum_i w_i$, because $G_\eta$ decreases with $|x|$.

If the weights are positive and there is at least one level, the Lorentzian coefficient is positive. Dividing the Gaussian limit for $m=1$ by the Lorentzian limit then gives $D_{G_\eta}(E)/D_{L_\eta}(E)\to0$.

## Two levels around a gap

Take levels at $\pm1$ with unit weights, $E=0$ and $\eta=0.1$. The scaled Lorentzian density is $2/(1.01\,\pi)\approx0.6303$, and its limit is $2/\pi\approx0.6366$. The difference, about $0.00630$, lies below the bound $0.02/\pi\approx0.00637$. The Gaussian density is $2e^{-50}/(0.1\sqrt{2\pi})\approx1.5\times10^{-21}$, against a Lorentzian density of about $0.063$.

## Line shapes and density in Lean

```lean
import Mathlib

open Filter Topology MeasureTheory
open scoped Real

namespace BroadeningLeakage

noncomputable section
```

The width is the first argument, so `lorentzian η` is a function of detuning alone.

```lean
/-- The Lorentzian line shape of half-width `η > 0` at detuning `x`. -/
def lorentzian (η x : ℝ) : ℝ := η / (π * (x ^ 2 + η ^ 2))

/-- The Gaussian line shape of standard deviation `η > 0` at detuning `x`. -/
def gaussian (η x : ℝ) : ℝ := Real.exp (-(x ^ 2 / (2 * η ^ 2))) / (η * √(2 * π))
```

The finite type `ι` labels the levels. Degenerate levels are allowed, since different labels may share an energy. Weights and levels do not depend on $\eta$.

```lean
/-- The broadened density at energy `E`: each level `e i` contributes the line shape `K`,
centred at the level and multiplied by the weight `w i`. -/
def density {ι : Type*} [Fintype ι] (K : ℝ → ℝ) (w e : ι → ℝ) (E : ℝ) : ℝ :=
  ∑ i, w i * K (E - e i)
```

## Unit area

Each proof rewrites the line shape into a form whose integral Mathlib knows. For the Lorentzian, `Measure.integral_comp_div` performs the substitution $x=\eta y$.

```lean
/-- The Lorentzian of positive half-width has unit area. -/
theorem integral_lorentzian {η : ℝ} (hη : 0 < η) : ∫ x, lorentzian η x = 1 := by
  have hL : ∀ x, lorentzian η x = 1 / (π * η) * (1 + (x / η) ^ 2)⁻¹ := by
    intro x
    have hpos : 0 < x ^ 2 + η ^ 2 := by positivity
    have h1 : 1 + (x / η) ^ 2 = (x ^ 2 + η ^ 2) / η ^ 2 := by
      rw [div_pow, add_div, div_self (by positivity : η ^ 2 ≠ 0), add_comm]
    rw [h1, lorentzian]
    field_simp
  -- rescale the energy by the width
  have h : ∫ x : ℝ, (1 + (x / η) ^ 2)⁻¹ = |η| • ∫ y : ℝ, (1 + y ^ 2)⁻¹ :=
    Measure.integral_comp_div (fun y : ℝ => (1 + y ^ 2)⁻¹) η
  simp_rw [hL]
  rw [integral_const_mul, h, integral_univ_inv_one_add_sq, abs_of_pos hη, smul_eq_mul]
  field_simp

/-- The Gaussian of positive width has unit area. -/
theorem integral_gaussian_lineshape {η : ℝ} (hη : 0 < η) : ∫ x, gaussian η x = 1 := by
  have hG : ∀ x, gaussian η x
      = Real.exp (-(1 / (2 * η ^ 2)) * x ^ 2) / (η * √(2 * π)) := by
    intro x
    unfold gaussian
    congr 2
    ring
  have hs : π / (1 / (2 * η ^ 2)) = η ^ 2 * (2 * π) := by
    field_simp
  simp_rw [hG]
  rw [integral_div, integral_gaussian, hs, Real.sqrt_mul (sq_nonneg _), Real.sqrt_sq hη.le]
  exact div_self (by positivity)
```

## Tails of a single line

The filter `𝓝[>] 0` expresses $\eta\to0^+$. The Lorentzian proof takes the limit of the denominator by continuity and inverts it, which is allowed because $x\ne0$.

```lean
/-- At nonzero detuning `x`, the Lorentzian divided by its half-width `η` tends to
`1 / (π x²)` as `η` decreases to zero. -/
theorem lorentzian_tail {x : ℝ} (hx : x ≠ 0) :
    Tendsto (fun η => lorentzian η x / η) (𝓝[>] 0) (𝓝 (π * x ^ 2)⁻¹) := by
  have hc : Continuous (fun η : ℝ => π * (x ^ 2 + η ^ 2)) := by fun_prop
  have h0 : Tendsto (fun η : ℝ => π * (x ^ 2 + η ^ 2)) (𝓝[>] 0) (𝓝 (π * x ^ 2)) :=
    (hc.tendsto' 0 _ (by simp)).mono_left nhdsWithin_le_nhds
  refine (h0.inv₀ (by positivity)).congr' ?_
  filter_upwards [self_mem_nhdsWithin] with η hη
  have hη' : 0 < η := hη
  have hpos : 0 < x ^ 2 + η ^ 2 := by positivity
  unfold lorentzian
  field_simp
```

The Gaussian proof rests on `Real.pow_div_factorial_le_exp`, the inequality $y^n/n!\le e^y$ for $y\ge0$: a single term of the exponential series is at most the whole sum. The exponent $n$ is free. It contributes $\eta^{2n}$ against the $\eta^{m+1}$ in the denominator, so $n=m+1$ serves every $m$, including zero. In the code, `hexp` is the inverted inequality and `C` the constant in front of $\eta^{m+1}$. Then `squeeze_zero'` concludes; it needs the two bounds only for $\eta$ near the limit, and `self_mem_nhdsWithin` supplies $\eta>0$ there.

```lean
/-- At nonzero detuning, the Gaussian divided by any power of its width `η` tends to zero
as `η` decreases to zero. -/
theorem gaussian_tail {x : ℝ} (hx : x ≠ 0) (m : ℕ) :
    Tendsto (fun η => gaussian η x / η ^ m) (𝓝[>] 0) (𝓝 0) := by
  let C : ℝ := ((m + 1).factorial : ℝ) / ((x ^ 2 / 2) ^ (m + 1) * √(2 * π))
  have hc : Continuous (fun η : ℝ => C * η ^ (m + 1)) := by fun_prop
  have h0 : Tendsto (fun η : ℝ => C * η ^ (m + 1)) (𝓝[>] 0) (𝓝 0) :=
    (hc.tendsto' 0 _ (by simp)).mono_left nhdsWithin_le_nhds
  refine squeeze_zero' ?_ ?_ h0
  · filter_upwards [self_mem_nhdsWithin] with η hη
    have hη' : 0 < η := hη
    unfold gaussian
    positivity
  · filter_upwards [self_mem_nhdsWithin] with η hη
    have hη' : 0 < η := hη
    have hF : (0 : ℝ) < ((m + 1).factorial : ℝ) := by positivity
    have hS : 0 < √(2 * π) := by positivity
    have hP : 0 < (x ^ 2 / 2) ^ (m + 1) := by positivity
    -- the exponential beats the power `m + 1` of its argument
    have hexp : Real.exp (-(x ^ 2 / (2 * η ^ 2)))
        ≤ ((x ^ 2 / (2 * η ^ 2)) ^ (m + 1) / ((m + 1).factorial : ℝ))⁻¹ := by
      rw [Real.exp_neg]
      exact inv_anti₀ (by positivity)
        (Real.pow_div_factorial_le_exp _ (by positivity) (m + 1))
    have hy : (x ^ 2 / (2 * η ^ 2)) ^ (m + 1)
        = (x ^ 2 / 2) ^ (m + 1) / (η ^ (m + 1) * η ^ (m + 1)) := by
      rw [← mul_pow, ← div_pow]
      congr 1
      field_simp
    rw [hy] at hexp
    have hstep := div_le_div_of_nonneg_right
      (div_le_div_of_nonneg_right hexp (by positivity : 0 ≤ η * √(2 * π)))
      (by positivity : 0 ≤ η ^ m)
    refine hstep.trans (le_of_eq ?_)
    change _ = ((m + 1).factorial : ℝ) / ((x ^ 2 / 2) ^ (m + 1) * √(2 * π)) * η ^ (m + 1)
    generalize (x ^ 2 / 2) ^ (m + 1) = P at hP ⊢
    rw [pow_succ η m]
    field_simp
```

## Leakage from all levels

The hypothesis `hE` says that $E$ equals no level; the weights may have any sign. The step `hdiv` moves the division inside the sum, and `tendsto_finsetSum` adds the single-level limits.

```lean
variable {ι : Type*} [Fintype ι]

/-- Leakage into a gap: at an energy `E` different from every level, the Lorentzian density
divided by `η` tends to `(1/π) ∑ w i / (E - e i)²` as `η` decreases to zero, while the Gaussian
density divided by any power of `η` tends to zero. -/
theorem leakage_into_gap (w e : ι → ℝ) {E : ℝ} (hE : ∀ i, E ≠ e i) :
    Tendsto (fun η => density (lorentzian η) w e E / η) (𝓝[>] 0)
      (𝓝 (1 / π * ∑ i, w i / (E - e i) ^ 2)) ∧
    ∀ m : ℕ, Tendsto (fun η => density (gaussian η) w e E / η ^ m) (𝓝[>] 0) (𝓝 0) := by
  -- dividing the density divides each line shape
  have hdiv : ∀ (K : ℝ → ℝ) (c : ℝ),
      density K w e E / c = ∑ i, w i * (K (E - e i) / c) := by
    intro K c
    simp only [density, Finset.sum_div, mul_div_assoc]
  constructor
  · have hlim : 1 / π * ∑ i, w i / (E - e i) ^ 2
        = ∑ i, w i * (π * (E - e i) ^ 2)⁻¹ := by
      rw [Finset.mul_sum]
      refine Finset.sum_congr rfl fun i _ => ?_
      have hx := sub_ne_zero.mpr (hE i)
      field_simp
    simp only [hdiv]
    rw [hlim]
    exact tendsto_finsetSum _ fun i _ =>
      (lorentzian_tail (sub_ne_zero.mpr (hE i))).const_mul (w i)
  · intro m
    simp only [hdiv]
    have h := tendsto_finsetSum Finset.univ fun i _ =>
      (gaussian_tail (sub_ne_zero.mpr (hE i)) m).const_mul (w i)
    simpa only [mul_zero, Finset.sum_const_zero] using h
```

## Estimates at finite width

In the first theorem, `hd` is the difference identity summed over levels, and `hden` drops $\eta^2$ from the denominator.

```lean
/-- For nonnegative weights, positive `η` and `E` different from every level, the limiting
Lorentzian leakage exceeds the density divided by `η` by an amount between zero and
`(η²/π) ∑ w i / (E - e i)⁴`. -/
theorem lorentzian_leakage_error {w e : ι → ℝ} {E η : ℝ} (hw : ∀ i, 0 ≤ w i)
    (hE : ∀ i, E ≠ e i) (hη : 0 < η) :
    0 ≤ 1 / π * ∑ i, w i / (E - e i) ^ 2 - density (lorentzian η) w e E / η ∧
    1 / π * ∑ i, w i / (E - e i) ^ 2 - density (lorentzian η) w e E / η
      ≤ η ^ 2 / π * ∑ i, w i / (E - e i) ^ 4 := by
  have hd : 1 / π * ∑ i, w i / (E - e i) ^ 2 - density (lorentzian η) w e E / η
      = ∑ i, w i * (η ^ 2 / (π * (E - e i) ^ 2 * ((E - e i) ^ 2 + η ^ 2))) := by
    simp only [density, lorentzian, Finset.sum_div, Finset.mul_sum, ← Finset.sum_sub_distrib]
    refine Finset.sum_congr rfl fun i _ => ?_
    have hx := sub_ne_zero.mpr (hE i)
    generalize E - e i = x at hx ⊢
    have hpos : x ^ 2 + η ^ 2 ≠ 0 := by positivity
    field_simp
    ring
  rw [hd]
  constructor
  · exact Finset.sum_nonneg fun i _ => mul_nonneg (hw i) (by positivity)
  · rw [Finset.mul_sum]
    refine Finset.sum_le_sum fun i _ => ?_
    have hx := sub_ne_zero.mpr (hE i)
    generalize E - e i = x at hx ⊢
    have hr : η ^ 2 / π * (w i / x ^ 4) = w i * (η ^ 2 / (π * x ^ 2 * x ^ 2)) := by
      field_simp
    rw [hr]
    -- dropping `η²` from the denominator only increases the term
    have hden : π * x ^ 2 * x ^ 2 ≤ π * x ^ 2 * (x ^ 2 + η ^ 2) :=
      mul_le_mul_of_nonneg_left (by linarith [sq_nonneg η]) (by positivity)
    exact mul_le_mul_of_nonneg_left
      (div_le_div_of_nonneg_left (by positivity) (by positivity) hden) (hw i)
```

The second compares squared detunings through `hsq`, then uses monotonicity of the exponential.

```lean
/-- For nonnegative weights and positive width, if `E` is at least `g ≥ 0` away from every
level, the Gaussian density at `E` is at most the total weight times the Gaussian at `g`. -/
theorem gaussian_gap_bound {w e : ι → ℝ} {E η g : ℝ} (hw : ∀ i, 0 ≤ w i) (hη : 0 < η)
    (hg : 0 ≤ g) (hgap : ∀ i, g ≤ |E - e i|) :
    density (gaussian η) w e E ≤ (∑ i, w i) * gaussian η g := by
  rw [density, Finset.sum_mul]
  refine Finset.sum_le_sum fun i _ => mul_le_mul_of_nonneg_left ?_ (hw i)
  have hsq : g ^ 2 ≤ (E - e i) ^ 2 := by
    rw [← sq_abs (E - e i)]
    exact pow_le_pow_left₀ hg (hgap i) 2
  exact div_le_div_of_nonneg_right (Real.exp_le_exp.mpr (neg_le_neg
    (div_le_div_of_nonneg_right hsq (by positivity)))) (by positivity)
```

## The ratio of the two leakages

Here `hsum` establishes the positive coefficient, `hG 1` is divided by `hL`, and the common factor $\eta$ cancels.

```lean
/-- For at least one level, positive weights and `E` different from every level, the ratio of
the Gaussian to the Lorentzian density at `E` tends to zero as the common width `η` does. -/
theorem gaussian_negligible [Nonempty ι] {w e : ι → ℝ} {E : ℝ} (hw : ∀ i, 0 < w i)
    (hE : ∀ i, E ≠ e i) :
    Tendsto (fun η => density (gaussian η) w e E / density (lorentzian η) w e E)
      (𝓝[>] 0) (𝓝 0) := by
  obtain ⟨hL, hG⟩ := leakage_into_gap w e hE
  -- the Lorentzian leakage coefficient is strictly positive
  have hsum : 0 < ∑ i, w i / (E - e i) ^ 2 := by
    refine Finset.sum_pos (fun i _ => ?_) Finset.univ_nonempty
    have hx := sub_ne_zero.mpr (hE i)
    exact div_pos (hw i) (by positivity)
  have hlim : 1 / π * ∑ i, w i / (E - e i) ^ 2 ≠ 0 := by positivity
  have h := (hG 1).div hL hlim
  rw [zero_div] at h
  refine h.congr' ?_
  filter_upwards [self_mem_nhdsWithin] with η hη
  have hη' : η ≠ 0 := ne_of_gt hη
  simp only [Pi.div_apply, pow_one]
  exact div_div_div_cancel_right₀ hη' _ _

end

end BroadeningLeakage
```

```lean
#print axioms BroadeningLeakage.leakage_into_gap
#print axioms BroadeningLeakage.lorentzian_leakage_error
#print axioms BroadeningLeakage.gaussian_gap_bound
#print axioms BroadeningLeakage.gaussian_negligible
```

```
'BroadeningLeakage.leakage_into_gap' depends on axioms: [propext, Classical.choice, Quot.sound]
'BroadeningLeakage.lorentzian_leakage_error' depends on axioms: [propext, Classical.choice, Quot.sound]
'BroadeningLeakage.gaussian_gap_bound' depends on axioms: [propext, Classical.choice, Quot.sound]
'BroadeningLeakage.gaussian_negligible' depends on axioms: [propext, Classical.choice, Quot.sound]
```
